# Excitation energies as weight derivatives of an ensemble functional at fixed minimising density

## Densities, weights and the assumed minimum

A density r and a potential v are real functions on a finite set of sites, called `ι` in the code. Their pairing v·r, written `v ⬝ᵥ r`, is the sum over sites of v(i) r(i). Names such as r0 and w0 denote a particular density and a particular weight; the value of r on site 0 is written r(0).

In Lean 4 with Mathlib:

```lean
import Mathlib

open Matrix Topology

namespace EnsembleLatticeDFT

noncomputable section

variable {ι : Type*} [Fintype ι]
```

A two-state ensemble puts weight 1 − w on a state of energy E0 and weight w on a state of energy E1. Its energy is

E(w) = (1 − w) E0 + w E1.

```lean
/-- Energy of the two-state ensemble with weight `1 - w` on `E0` and `w` on `E1`. -/
def ensembleEnergy (E0 E1 w : ℝ) : ℝ := (1 - w) * E0 + w * E1
```

The functional F(w, r) holds everything in the energy except the coupling to the potential. The admissible densities form a set D(w) that may change with the weight, as it does in the two-site example below; a fixed set is a special case. The variational principle at weight w says

E(w) = min over r in D(w) of [F(w, r) + v·r].

`IsLeast` says that the value is attained and that no admissible density goes below it.

```lean
/-- The ensemble variational principle at weight `w`: the ensemble energy is the minimum of
`F w r + v · r` over the admissible site densities `r ∈ D w`. -/
def IsEnsembleMinimum (F : ℝ → (ι → ℝ) → ℝ) (D : ℝ → Set (ι → ℝ)) (v : ι → ℝ)
    (E0 E1 w : ℝ) : Prop :=
  IsLeast ((fun r => F w r + v ⬝ᵥ r) '' D w) (ensembleEnergy E0 E1 w)
```

This principle is a hypothesis in parts (a) to (d). Ensemble density functional theory obtains it from the Rayleigh–Ritz principle for the two lowest states with 0 ≤ w ≤ 1/2. Here E0 and E1 are simply real numbers, with no Hamiltonian behind them and no ordering imposed.

## (a) A new weight with the old density

Let r0 attain the ensemble energy at w0, so that F(w0, r0) + v·r0 = E(w0). Suppose the variational principle holds at another weight w, and r0 belongs to D(w). Show that

(w − w0)(E1 − E0) ≤ F(w, r0) − F(w0, r0).

**Solution.** At weight w the density r0 is a trial density, so

E(w) ≤ F(w, r0) + v·r0.

Subtract the equality at w0. The potential term cancels:

E(w) − E(w0) ≤ F(w, r0) − F(w0, r0).

Since E(w) = E0 + w(E1 − E0), the left side is (w − w0)(E1 − E0).

In the proof, `h.2` is the lower-bound half of `IsLeast`, applied to r0, and `linarith` does the subtraction.

```lean
/-- Changing the weight at frozen density `r0`, which attains the ensemble energy at `w0`, changes
the functional by at least the change of weight times the excitation energy. -/
theorem frozen_density_bound {F : ℝ → (ι → ℝ) → ℝ} {D : ℝ → Set (ι → ℝ)} {v r0 : ι → ℝ}
    {E0 E1 w w0 : ℝ} (h : IsEnsembleMinimum F D v E0 E1 w) (hr : r0 ∈ D w)
    (h0 : F w0 r0 + v ⬝ᵥ r0 = ensembleEnergy E0 E1 w0) :
    (w - w0) * (E1 - E0) ≤ F w r0 - F w0 r0 := by
  have h1 : ensembleEnergy E0 E1 w ≤ F w r0 + v ⬝ᵥ r0 := h.2 ⟨r0, hr, rfl⟩
  unfold ensembleEnergy at h0 h1
  linarith
```

## (b) Bounds from finite differences

Take w1 < w0 < w2, with the variational principle valid at w1 and w2 and r0 admissible at both. With r0 as in (a), show that

[F(w0, r0) − F(w1, r0)] / (w0 − w1) ≤ E1 − E0 ≤ [F(w2, r0) − F(w0, r0)] / (w2 − w0).

**Solution.** Part (a) at w2 gives

(w2 − w0)(E1 − E0) ≤ F(w2, r0) − F(w0, r0),

and division by the positive number w2 − w0 gives the upper bound. Part (a) at w1 gives

(w1 − w0)(E1 − E0) ≤ F(w1, r0) − F(w0, r0).

Change the sign of both sides, which reverses the inequality, and divide by w0 − w1 > 0 to get the lower bound. No differentiability in w is used.

The proof calls (a) twice, as `b1` and `b2`, and clears the two positive denominators.

```lean
/-- Finite differences of the functional in the weight, at a frozen density that attains the
ensemble energy at the middle weight `w0`, bracket the excitation energy from below and from above.
-/
theorem excitation_energy_bracket {F : ℝ → (ι → ℝ) → ℝ} {D : ℝ → Set (ι → ℝ)}
    {v r0 : ι → ℝ} {E0 E1 w1 w0 w2 : ℝ} (h10 : w1 < w0) (h02 : w0 < w2)
    (h1 : IsEnsembleMinimum F D v E0 E1 w1) (h2 : IsEnsembleMinimum F D v E0 E1 w2)
    (hr1 : r0 ∈ D w1) (hr2 : r0 ∈ D w2)
    (h0 : F w0 r0 + v ⬝ᵥ r0 = ensembleEnergy E0 E1 w0) :
    (F w0 r0 - F w1 r0) / (w0 - w1) ≤ E1 - E0 ∧
      E1 - E0 ≤ (F w2 r0 - F w0 r0) / (w2 - w0) := by
  have b1 := frozen_density_bound h1 hr1 h0
  have b2 := frozen_density_bound h2 hr2 h0
  rw [div_le_iff₀ (sub_pos.2 h10), le_div_iff₀ (sub_pos.2 h02)]
  constructor <;> linarith
```

If F is an explicit function of weight and density, this takes three evaluations at the same density. The kinetic part of a Kohn–Sham functional is not explicit: reusing the orbitals from w0 with new weights generally changes the density, so orbitals that reproduce r0 have to be found again at each weight. The bounds are guaranteed for the exact functional, but not for an approximate one. If the density is re-optimised at each weight, differences of F alone also contain the response of the density; the quantity to difference is then the total F + v·r.

## (c) The derivative at the minimising density

Now split F = T + G. In the usual reading, T is the kinetic (hopping) functional of a non-interacting ensemble and G is the Hartree-exchange-correlation part, but the theorem accepts any two real functions. Assume that

- the variational principle holds for every w in an open interval (a, b) containing w0;
- r0 attains the minimum at w0 and stays admissible for all w near w0;
- at fixed r0, T and G have w-derivatives T' and G' at w0.

Show that

E1 − E0 = T' + G'.

**Solution.** Define

φ(w) = T(w, r0) + G(w, r0) − w(E1 − E0).

For w near w0, part (a) applies and rearranges to φ(w0) ≤ φ(w). So φ has a local minimum at w0, an interior point, and its derivative there vanishes:

0 = φ'(w0) = T' + G' − (E1 − E0).

The minimising density at other weights never enters, so nothing is assumed about how it depends on w.

In the code, `hr` expresses admissibility near w0. The step `hmin` combines it with the interval to obtain φ(w0) ≤ φ(w), `hd` computes φ'(w0), and `hloc.hasDerivAt_eq_zero` sets that derivative to zero.

```lean
/-- The excitation energy is the sum of the weight derivatives of `T` and `G`, taken at fixed
minimising density `r0`. -/
theorem excitation_energy_eq_weight_derivative {T G : ℝ → (ι → ℝ) → ℝ}
    {D : ℝ → Set (ι → ℝ)} {v r0 : ι → ℝ} {E0 E1 a b w0 T' G' : ℝ}
    (hw0 : w0 ∈ Set.Ioo a b)
    (h : ∀ w ∈ Set.Ioo a b, IsEnsembleMinimum (fun w r => T w r + G w r) D v E0 E1 w)
    (hr : ∀ᶠ w in 𝓝 w0, r0 ∈ D w)
    (h0 : T w0 r0 + G w0 r0 + v ⬝ᵥ r0 = ensembleEnergy E0 E1 w0)
    (hT : HasDerivAt (fun w => T w r0) T' w0) (hG : HasDerivAt (fun w => G w r0) G' w0) :
    E1 - E0 = T' + G' := by
  -- at frozen density the functional minus `w * (E1 - E0)` has a local minimum at `w0`
  have hmin : ∀ᶠ w in 𝓝 w0, T w0 r0 + G w0 r0 - w0 * (E1 - E0)
      ≤ T w r0 + G w r0 - w * (E1 - E0) := by
    filter_upwards [Ioo_mem_nhds hw0.1 hw0.2, hr] with w hw hrw
    have hb : (w - w0) * (E1 - E0) ≤ (T w r0 + G w r0) - (T w0 r0 + G w0 r0) :=
      frozen_density_bound (F := fun w r => T w r + G w r) (h w hw) hrw h0
    linarith
  have hloc : IsLocalMin (fun w => T w r0 + G w r0 - w * (E1 - E0)) w0 := hmin
  have hd : HasDerivAt (fun w => T w r0 + G w r0 - w * (E1 - E0))
      (T' + G' - 1 * (E1 - E0)) w0 :=
    (hT.fun_add hG).fun_sub ((hasDerivAt_id' w0).mul_const (E1 - E0))
  linarith [hloc.hasDerivAt_eq_zero hd]
```

For ensemble density functional theory on a finite lattice, this gives an excitation energy from a functional evaluated at a single ensemble density, provided the functional satisfies the variational principle exactly around w0. Since ensemble theory supplies that principle for 0 ≤ w ≤ 1/2, w0 has to lie strictly between these limits; the pure ground state, w0 = 0, is not covered.

## (d) Correcting the gap of a reference system

Add a reference system with functional T alone, potential vs and levels e0, e1. It obeys the variational principle on the same interval, with the same sets D(w), and attains its minimum at w0 at the same density r0. Show that

E1 − E0 = (e1 − e0) + G'.

**Solution.** Part (c) for the full system gives E1 − E0 = T' + G'. Part (c) for the reference system, with zero in place of G, gives e1 − e0 = T'. Substitute the second into the first.

The potential vs stands for the Kohn–Sham potential found at w0, and it is held fixed while w varies. That such a potential exists, with r0 as its minimising density, is assumed. The proof repeats the two applications of (c), the second with `G := fun _ _ => 0`.

```lean
/-- If a reference system with functional `T`, potential `vs` and levels `e0`, `e1` has the same
minimising density, the excitation energy is the reference gap plus the weight derivative
of `G`. -/
theorem excitation_energy_eq_reference_gap_add {T G : ℝ → (ι → ℝ) → ℝ}
    {D : ℝ → Set (ι → ℝ)} {v vs r0 : ι → ℝ} {E0 E1 e0 e1 a b w0 T' G' : ℝ}
    (hw0 : w0 ∈ Set.Ioo a b)
    (h : ∀ w ∈ Set.Ioo a b, IsEnsembleMinimum (fun w r => T w r + G w r) D v E0 E1 w)
    (hs : ∀ w ∈ Set.Ioo a b, IsEnsembleMinimum T D vs e0 e1 w)
    (hr : ∀ᶠ w in 𝓝 w0, r0 ∈ D w)
    (h0 : T w0 r0 + G w0 r0 + v ⬝ᵥ r0 = ensembleEnergy E0 E1 w0)
    (hs0 : T w0 r0 + vs ⬝ᵥ r0 = ensembleEnergy e0 e1 w0)
    (hT : HasDerivAt (fun w => T w r0) T' w0) (hG : HasDerivAt (fun w => G w r0) G' w0) :
    E1 - E0 = (e1 - e0) + G' := by
  have h1 := excitation_energy_eq_weight_derivative hw0 h hr h0 hT hG
  have h2 : e1 - e0 = T' + 0 :=
    excitation_energy_eq_weight_derivative (G := fun _ _ => 0) hw0
      (by simpa using hs) hr (by simpa using hs0) hT (hasDerivAt_const w0 0)
  linarith
```

To use this result in an ensemble Kohn–Sham calculation, one converges the density at w0, takes the gap between the two reference states, and adds the derivative of the ensemble Hartree-exchange-correlation energy with respect to its explicit weight argument. If the upper reference state promotes one electron between two orbitals, e1 − e0 is the difference of their orbital energies. With an approximate G, the sum is an approximation to the excitation energy.

## One electron on two sites

The remaining parts supply a concrete case. For hopping strength t, define

K(t; w, r) = −t √((1 − 2w)² − (r(0) − r(1))²).

The square root has a simple origin: a two-level density matrix with eigenvalues 1 − w and w has a Bloch vector of length 1 − 2w. The density fixes one component, and the hopping energy is lowest when the rest points along the hopping direction. The code takes the resulting formula as its definition.

```lean
/-- Hopping functional of one electron on two sites with hopping `t`, for densities with
`|r 0 - r 1| ≤ 1 - 2w`. -/
def dimerHopping (t w : ℝ) (r : Fin 2 → ℝ) : ℝ :=
  -t * √((1 - 2 * w) ^ 2 - (r 0 - r 1) ^ 2)
```

The admissible densities contain one electron and have a site imbalance no larger than the Bloch vector allows:

r(0) + r(1) = 1 and |r(0) − r(1)| ≤ 1 − 2w.

This domain really does depend on w. The physical weights are 0 ≤ w ≤ 1/2; for w < 0 the formula would also admit negative occupations, although the algebra below still holds.

```lean
/-- Densities of one electron on two sites whose imbalance is at most `1 - 2w`. -/
def dimerDomain (w : ℝ) : Set (Fin 2 → ℝ) :=
  {r | r 0 + r 1 = 1 ∧ |r 0 - r 1| ≤ 1 - 2 * w}
```

Write u for the uniform density, with u(0) = u(1) = 1/2.

```lean
/-- Half an electron on each site. -/
def uniformDensity : Fin 2 → ℝ := fun _ => 1 / 2
```

## (e) Admissibility of the uniform density

Show that, for every w ≤ 1/2,

u ∈ D(w).

**Solution.** The occupations add to 1/2 + 1/2 = 1. The imbalance is |1/2 − 1/2| = 0, which is at most 1 − 2w because w ≤ 1/2. The two bullets of the proof are these two conditions.

```lean
/-- The uniform density is admissible for every weight up to one half. -/
theorem uniformDensity_mem {w : ℝ} (hw : w ≤ 1 / 2) : uniformDensity ∈ dimerDomain w := by
  constructor
  · show (1 / 2 : ℝ) + 1 / 2 = 1
    norm_num
  · show |(1 / 2 : ℝ) - 1 / 2| ≤ 1 - 2 * w
    rw [sub_self, abs_zero]
    linarith
```

## (f) Hopping energy at the uniform density

Show that, for w ≤ 1/2,

K(t; w, u) = −t(1 − 2w).

**Solution.** The imbalance vanishes, leaving −t √((1 − 2w)²) = −t |1 − 2w|. Since 1 − 2w ≥ 0, the absolute value can be removed; `Real.sqrt_sq` carries out this step.

```lean
/-- At the uniform density the hopping functional is `-t * (1 - 2 * w)` for weights up to one half.
-/
theorem dimerHopping_uniform (t : ℝ) {w : ℝ} (hw : w ≤ 1 / 2) :
    dimerHopping t w uniformDensity = -t * (1 - 2 * w) := by
  have h : (1 - 2 * w) ^ 2 - ((1 / 2 : ℝ) - 1 / 2) ^ 2 = (1 - 2 * w) ^ 2 := by ring
  show -t * √((1 - 2 * w) ^ 2 - ((1 / 2 : ℝ) - 1 / 2) ^ 2) = _
  rw [h, Real.sqrt_sq (by linarith)]
```

## (g) The variational principle for the dimer

Set the site potential to zero and take levels −t and t, with t ≥ 0 and w ≤ 1/2. Show that

min over r in D(w) of K(t; w, r) = (1 − w)(−t) + w t.

**Solution.** The right side equals −t(1 − 2w), which (e) and (f) show is attained at u. For any other admissible r, subtracting a square under the root can only lower it:

√((1 − 2w)² − (r(0) − r(1))²) ≤ 1 − 2w.

Multiplying by −t ≤ 0 reverses the inequality, so K(t; w, r) ≥ −t(1 − 2w).

The first bullet of the proof shows that the value is attained; the second proves the lower bound, with `hq` as the inequality for the root. The levels ∓t are those of a symmetric two-site hopping Hamiltonian, entered here as numbers.

```lean
/-- For `0 ≤ t` and `w ≤ 1 / 2`, the dimer without site potential obeys the ensemble variational
principle with levels `-t` and `t`. -/
theorem dimer_variational {t w : ℝ} (ht : 0 ≤ t) (hw : w ≤ 1 / 2) :
    IsEnsembleMinimum (dimerHopping t) dimerDomain 0 (-t) t w := by
  refine ⟨⟨uniformDensity, uniformDensity_mem hw, ?_⟩, ?_⟩
  · simp only [dimerHopping_uniform t hw, zero_dotProduct, ensembleEnergy]
    ring
  · rintro _ ⟨r, -, rfl⟩
    -- a site imbalance can only weaken the hopping
    have hq : √((1 - 2 * w) ^ 2 - (r 0 - r 1) ^ 2) ≤ 1 - 2 * w :=
      Real.sqrt_le_iff.2 ⟨by linarith, by linarith [sq_nonneg (r 0 - r 1)]⟩
    simp only [dimerHopping, zero_dotProduct, ensembleEnergy]
    linarith [mul_le_mul_of_nonneg_left hq ht]
```

## (h) A dimer that satisfies every assumption of (d)

Let t > 0, g > 0 and 0 < w0 < 1/2. Take T = K(t; ·, ·), G = K(g; ·, ·), both potentials zero and r0 = u. Show that for every w in (0, 1/2)

min over r in D(w) of [K(t; w, r) + K(g; w, r)] = (1 − w)(−(t + g)) + w(t + g),

min over r in D(w) of K(t; w, r) = (1 − w)(−t) + w t,

that u attains both minima at w0 and is admissible for all w near w0, and that at w = w0

∂K(t; w, u)/∂w = 2t and ∂K(g; w, u)/∂w = 2g.

**Solution.** K is linear in the hopping strength, so K(t; w, r) + K(g; w, r) = K(t + g; w, r). Part (g), used with t + g and with t, gives both minima, and (f) shows that u attains them. Because w0 < 1/2, all nearby weights are also below 1/2, so (e) keeps u admissible there. On the same neighbourhood (f) gives K(t; w, u) = −t(1 − 2w), with derivative 2t; the same argument with g gives 2g.

Inserted into (d), these values read 2(t + g) = 2t + 2g. The example is non-interacting: G represents extra hopping, not electron repulsion. It shows that the assumptions of (d) can be met with a non-zero correction.

In the proof, `hF` merges the two hopping terms, and `hder` transfers the derivative from the linear expression to K near w0.

```lean
/-- Dimers with `T = dimerHopping t` and `G = dimerHopping g` meet all hypotheses of
`excitation_energy_eq_reference_gap_add`. -/
theorem excitation_energy_witness {t g w0 : ℝ} (ht : 0 < t) (hg : 0 < g)
    (hw0 : w0 ∈ Set.Ioo (0 : ℝ) (1 / 2)) :
    (∀ w ∈ Set.Ioo (0 : ℝ) (1 / 2),
      IsEnsembleMinimum (fun w r => dimerHopping t w r + dimerHopping g w r) dimerDomain 0
        (-(t + g)) (t + g) w) ∧
    (∀ w ∈ Set.Ioo (0 : ℝ) (1 / 2),
      IsEnsembleMinimum (dimerHopping t) dimerDomain 0 (-t) t w) ∧
    (∀ᶠ w in 𝓝 w0, uniformDensity ∈ dimerDomain w) ∧
    dimerHopping t w0 uniformDensity + dimerHopping g w0 uniformDensity
      + 0 ⬝ᵥ uniformDensity = ensembleEnergy (-(t + g)) (t + g) w0 ∧
    dimerHopping t w0 uniformDensity + 0 ⬝ᵥ uniformDensity = ensembleEnergy (-t) t w0 ∧
    HasDerivAt (fun w => dimerHopping t w uniformDensity) (2 * t) w0 ∧
    HasDerivAt (fun w => dimerHopping g w uniformDensity) (2 * g) w0 := by
  have hF : (fun w r => dimerHopping t w r + dimerHopping g w r) = dimerHopping (t + g) := by
    funext w r
    unfold dimerHopping
    ring
  have hnear : ∀ᶠ w in 𝓝 w0, w < 1 / 2 := Iio_mem_nhds hw0.2
  have hder : ∀ s : ℝ, HasDerivAt (fun w => dimerHopping s w uniformDensity) (2 * s) w0 := by
    intro s
    have hlin : HasDerivAt (fun w : ℝ => -s * (1 - 2 * w)) (2 * s) w0 :=
      ((((hasDerivAt_id' w0).const_mul (2 : ℝ)).const_sub 1).const_mul (-s)).congr_deriv
        (by ring)
    exact hlin.congr_of_eventuallyEq (hnear.mono fun w hw => dimerHopping_uniform s hw.le)
  refine ⟨fun w hw => ?_, fun w hw => dimer_variational ht.le hw.2.le,
    hnear.mono fun w hw => uniformDensity_mem hw.le, ?_, ?_, hder t, hder g⟩
  · rw [hF]
    exact dimer_variational (add_pos ht hg).le hw.2.le
  · rw [dimerHopping_uniform t hw0.2.le, dimerHopping_uniform g hw0.2.le, zero_dotProduct,
      ensembleEnergy]
    ring
  · rw [dimerHopping_uniform t hw0.2.le, zero_dotProduct, ensembleEnergy]
    ring

end

end EnsembleLatticeDFT
```

```lean
#print axioms EnsembleLatticeDFT.excitation_energy_bracket
#print axioms EnsembleLatticeDFT.excitation_energy_eq_weight_derivative
#print axioms EnsembleLatticeDFT.excitation_energy_eq_reference_gap_add
```

```
'EnsembleLatticeDFT.excitation_energy_bracket' depends on axioms: [propext, Classical.choice, Quot.sound]
'EnsembleLatticeDFT.excitation_energy_eq_weight_derivative' depends on axioms: [propext, Classical.choice, Quot.sound]
'EnsembleLatticeDFT.excitation_energy_eq_reference_gap_add' depends on axioms: [propext, Classical.choice, Quot.sound]
```
